# Space-group factors at a wave vector fixed modulo the reciprocal lattice form a 2-cocycle

A glide reflection is a reflection combined with a shift by half a lattice period along the mirror. When two such operations are carried out in succession, their shifts can add up to a whole lattice translation, and a Bloch state responds to that translation with a phase. At the edge of the Brillouin zone the phase can be $-1$, and it can depend on the order of the two operations. Which degeneracies does this impose on the bands?

Let $G$ be the group of point operations that keep the wave vector $k$ fixed up to a reciprocal lattice vector. Each $g\in G$ has a matrix $R_g$ and a chosen fractional translation $t_g$, and it acts on space as $x\mapsto R_gx+t_g$. In the code `G` is any group, `R` is a homomorphism into real matrices indexed by the finite type `d`, and `t` is an arbitrary function. The matrices need not be orthogonal, so lattice coordinates are allowed. A second finite type `n` labels the basis of a representation.

```lean
import Mathlib

open Matrix

namespace BandSticking

noncomputable section

variable {G d n : Type*} [Group G] [Fintype d] [DecidableEq d] [Fintype n] [DecidableEq n]
```

The components of $k$ are taken without the factor $2\pi$, which sits in the phase $\phi(x)=e^{-2\pi i x}$. A translation by a lattice vector $v$ multiplies a Bloch state by $\phi(k\cdot v)$.

```lean
/-- The Bloch phase `exp(-2πi x)`. -/
def phase (x : ℝ) : ℂ := Complex.exp (-2 * Real.pi * Complex.I * x)
```

Performing $h$ and then $g$ gives $x\mapsto R_gR_hx+t_g+R_gt_h$. This differs from the chosen operation for $gh$ by the translation $v(g,h)=t_g+R_gt_h-t_{gh}$, which in a space group is a lattice vector.

```lean
/-- The translation `v(g,h) = t_g + R_g t_h - t_gh` left over when two space-group
operations are multiplied. -/
def defect (R : G →* Matrix d d ℝ) (t : G → d → ℝ) (g h : G) : d → ℝ :=
  t g + R g *ᵥ t h - t (g * h)
```

On Bloch states that translation becomes the number $w(g,h)=\phi(k\cdot v(g,h))$.

```lean
/-- The factor `w(g,h) = exp(-2πi k·v(g,h))` at wave vector `k`. -/
def factor (R : G →* Matrix d d ℝ) (t : G → d → ℝ) (k : d → ℝ) (g h : G) : ℂ :=
  phase (k ⬝ᵥ defect R t g h)
```

For particles without spin, the matrices $D_g$ that represent the operations on all Bloch states of one energy level at $k$ therefore multiply as $D_gD_h=w(g,h)D_{gh}$. The definition requires only this rule; invertibility is a separate hypothesis where it is needed.

```lean
/-- Matrices `D_g` that multiply as `D_g D_h = w(g,h) D_gh`. -/
def IsProjectiveRep (R : G →* Matrix d d ℝ) (t : G → d → ℝ) (k : d → ℝ)
    (D : G → Matrix n n ℂ) : Prop :=
  ∀ g h, D g * D h = factor R t k g h • D (g * h)
```

## (a) Adding the arguments of Bloch phases

Show that for real $x$ and $y$

$$\phi(x+y)=\phi(x)\,\phi(y).$$

The exponent is linear, $-2\pi i(x+y)=-2\pi ix-2\pi iy$, and the exponential turns the sum into a product. The code uses the same law, `Complex.exp_add`.

```lean
/-- Bloch phases multiply when their arguments are added. -/
theorem phase_add (x y : ℝ) : phase (x + y) = phase x * phase y := by
  unfold phase
  rw [← Complex.exp_add]
  congr 1
  push_cast
  ring
```

## (b) Three operations and their leftover translations

Use associativity to show that for all $g,h,l\in G$

$$v(g,h)+v(gh,l)=v(g,hl)+R_g\,v(h,l).$$

On the left $t_{gh}$ cancels, which leaves
$$t_g+R_gt_h+R_{gh}t_l-t_{ghl}.$$
On the right,
$$t_g+R_gt_{hl}-t_{ghl}+R_gt_h+R_gR_ht_l-R_gt_{hl}.$$
Here $R_gt_{hl}$ cancels, and $R_gR_h=R_{gh}$ makes the two sides equal. In the proof `simp only` expands the products and `abel` does the cancellation.

```lean
/-- The leftover translations obey a cocycle identity twisted by the rotation `R_g`. -/
theorem defect_cocycle (R : G →* Matrix d d ℝ) (t : G → d → ℝ) (g h l : G) :
    defect R t g h + defect R t (g * h) l
      = defect R t g (h * l) + R g *ᵥ defect R t h l := by
  simp only [defect, map_mul, Matrix.mulVec_add, Matrix.mulVec_sub, Matrix.mulVec_mulVec,
    mul_assoc]
  abel
```

## (c) The 2-cocycle condition

Let $L$ contain every $v(g,h)$, and let $k\cdot(R_gu-u)$ be an integer for every $g\in G$ and $u\in L$. Show that $w$ is a 2-cocycle:

$$w(g,h)\,w(gh,l)=w(g,hl)\,w(h,l).$$

Take the scalar product of $k$ with the identity in (b). Since $v(h,l)\in L$, there is an integer $m$ with $k\cdot R_gv(h,l)=k\cdot v(h,l)+m$, so

$$k\cdot v(g,h)+k\cdot v(gh,l)=k\cdot v(g,hl)+k\cdot v(h,l)+m.$$

Apply $\phi$ to both sides. By (a) the sums become products, and $\phi(m)=e^{-2\pi im}=1$.

The hypothesis `hk` says that $R_g^Tk-k$ pairs to integers with $L$. Physically, the rotation changes $k$ only by a reciprocal lattice vector. The vector $u$ is written `l` inside `hk`, where it is not the group element $l$. `L` is any additive subgroup, and its invariance under the rotations is not assumed. In the proof, `e` is the displayed equation and `hi` is $\phi(m)=1$.

```lean
/-- If the leftover translations lie in `L` and every rotation changes `k·l` by an integer
on `L`, then `w` is a 2-cocycle. -/
theorem factor_cocycle (R : G →* Matrix d d ℝ) (t : G → d → ℝ) (k : d → ℝ)
    (L : AddSubgroup (d → ℝ)) (hv : ∀ g h, defect R t g h ∈ L)
    (hk : ∀ g, ∀ l ∈ L, ∃ m : ℤ, k ⬝ᵥ (R g *ᵥ l - l) = m) (g h l : G) :
    factor R t k g h * factor R t k (g * h) l
      = factor R t k g (h * l) * factor R t k h l := by
  obtain ⟨m, hm⟩ := hk g _ (hv h l)
  -- the arguments of the phases on the two sides differ by an integer
  have e : k ⬝ᵥ defect R t g h + k ⬝ᵥ defect R t (g * h) l
      = k ⬝ᵥ defect R t g (h * l) + k ⬝ᵥ defect R t h l + m := by
    rw [← dotProduct_add, defect_cocycle, dotProduct_add]
    rw [dotProduct_sub] at hm
    linarith
  have hi : phase (m : ℝ) = 1 := by
    unfold phase
    rw [Complex.exp_eq_one_iff]
    exact ⟨-m, by push_cast; ring⟩
  unfold factor
  rw [← phase_add, e, phase_add, phase_add, hi, mul_one]
```

## (d) Wave vectors fixed exactly

Suppose that $R_g^Tk=k$ for all $g$, with no reciprocal lattice vector left over. Show that $w$ is a coboundary, which means that it is built from one phase $c_g=\phi(k\cdot t_g)$ per operation:

$$w(g,h)=\frac{c_g\,c_h}{c_{gh}}.$$

Moving the rotation onto $k$ gives $k\cdot R_gt_h=(R_g^Tk)\cdot t_h=k\cdot t_h$. Hence $k\cdot v(g,h)=k\cdot t_g+k\cdot t_h-k\cdot t_{gh}$, and $\phi$ of this is the quotient above.

No condition on a lattice enters. The matrices $D_g/c_g$ then multiply without any factor, so such a $k$ has only ordinary representations up to phases. The step `e` in the code moves the rotation, and the denominator is nonzero because it is an exponential.

```lean
/-- If every rotation fixes `k` exactly, then `w` is the coboundary of
`exp(-2πi k·t_g)`. -/
theorem factor_coboundary (R : G →* Matrix d d ℝ) (t : G → d → ℝ) (k : d → ℝ)
    (hk : ∀ g, (R g)ᵀ *ᵥ k = k) (g h : G) :
    factor R t k g h
      = phase (k ⬝ᵥ t g) * phase (k ⬝ᵥ t h) / phase (k ⬝ᵥ t (g * h)) := by
  have e : k ⬝ᵥ (R g *ᵥ t h) = k ⬝ᵥ t h := by
    rw [Matrix.dotProduct_mulVec, ← Matrix.mulVec_transpose, hk]
  have hne : phase (k ⬝ᵥ t (g * h)) ≠ 0 := Complex.exp_ne_zero _
  rw [eq_div_iff hne, factor, ← phase_add, ← phase_add]
  congr 1
  simp only [defect, dotProduct_sub, dotProduct_add, e]
  ring
```

## (e) Determinants of commuting operations

Let $gh=hg$, let the $D_g$ obey the multiplication rule, and let $D_{gh}$ be invertible. Write $N$ for the dimension, `Fintype.card n` in the code. Show that

$$w(g,h)^N=w(h,g)^N.$$

Taking determinants of $D_gD_h=w(g,h)D_{gh}$ gives $\det D_g\det D_h=w(g,h)^N\det D_{gh}$. With $g$ and $h$ exchanged, the left side is the same number and $D_{hg}=D_{gh}$. Dividing by $\det D_{gh}\neq0$ gives the claim. The equations `e1` and `e2` are the two determinant identities.

```lean
/-- For commuting `g` and `h`, the factors `w(g,h)` and `w(h,g)` agree when raised to the
dimension of an invertible projective representation. -/
theorem factor_pow_eq {R : G →* Matrix d d ℝ} {t : G → d → ℝ} {k : d → ℝ}
    {D : G → Matrix n n ℂ} (hD : IsProjectiveRep R t k D) {g h : G}
    (hgh : g * h = h * g) (hdet : (D (g * h)).det ≠ 0) :
    factor R t k g h ^ Fintype.card n = factor R t k h g ^ Fintype.card n := by
  -- compare the determinants of the two products
  have e1 := congrArg Matrix.det (hD g h)
  have e2 := congrArg Matrix.det (hD h g)
  rw [Matrix.det_mul, Matrix.det_smul] at e1 e2
  rw [← hgh] at e2
  exact mul_right_cancel₀ hdet (by linear_combination e2 - e1)
```

## (f) Opposite factors and even dimension

Keep the assumptions of (e) and suppose also that $w(g,h)=-w(h,g)$. Show that

$$N\equiv0\pmod 2.$$

If $N$ were odd, (e) would give $-w(h,g)^N=w(h,g)^N$, hence $w(h,g)^N=0$. This is impossible for a power of an exponential. The code splits into the even and odd cases and refutes the second in this way.

For non-interacting electrons without spin, each energy level at such a $k$ carries a representation of this kind, so bands meet there in groups of even size. That link to the spectrum is physics added here, since the code contains no Hamiltonian.

```lean
/-- If `g` and `h` commute but `w(g,h) = -w(h,g)`, an invertible projective representation has even
dimension. -/
theorem even_dimension {R : G →* Matrix d d ℝ} {t : G → d → ℝ} {k : d → ℝ}
    {D : G → Matrix n n ℂ} (hD : IsProjectiveRep R t k D) {g h : G}
    (hgh : g * h = h * g) (hdet : (D (g * h)).det ≠ 0)
    (hw : factor R t k g h = -factor R t k h g) : Even (Fintype.card n) := by
  rcases Nat.even_or_odd (Fintype.card n) with he | ho
  · exact he
  · exfalso
    have p := factor_pow_eq hD hgh hdet
    rw [hw, ho.neg_pow] at p
    have hne : factor R t k h g ^ Fintype.card n ≠ 0 :=
      pow_ne_zero _ (Complex.exp_ne_zero _)
    exact hne (by linear_combination (-1 / 2) * p)
```

## The plane group p2gg at X

The point group of p2gg consists of pairs of signs $p=(a,b)$, which act as $R_p=\mathrm{diag}(a,b)$. In the code `ℤˣ` is the group $\{1,-1\}$.

```lean
/-- The point group of the plane group p2gg: independent sign changes of `x` and `y`. -/
def glideR : ℤˣ × ℤˣ →* Matrix (Fin 2) (Fin 2) ℝ where
  toFun p := !![((p.1 : ℤ) : ℝ), 0; 0, ((p.2 : ℤ) : ℝ)]
  map_one' := by
    ext i j
    fin_cases i <;> fin_cases j <;> simp
  map_mul' p q := by
    ext i j
    fin_cases i <;> fin_cases j <;> simp [Matrix.mul_apply, Fin.sum_univ_two]
```

The two reflections, with $ab=-1$, carry the shift $(1/2,1/2)$. Its part along the mirror line makes each a glide, and its part across the line moves the mirror away from the origin. The identity and the half-turn carry none. Both components of $t_p$ are thus $(1-ab)/4$.

```lean
/-- The fractional translations of p2gg: `(1/2, 1/2)` for the two reflections, zero for the
identity and the half-turn. -/
def glideT (p : ℤˣ × ℤˣ) : Fin 2 → ℝ :=
  fun _ => (1 - ((p.1 : ℤ) : ℝ) * ((p.2 : ℤ) : ℝ)) / 4
```

The wave vector lies in the middle of a zone edge.

```lean
/-- The zone-boundary point `X = (1/2, 0)`. -/
def pointX : Fin 2 → ℝ := ![1 / 2, 0]
```

Lengths are measured in lattice periods, so lattice vectors have integer coordinates.

```lean
/-- The lattice of plane vectors with integer coordinates. -/
def intLattice : AddSubgroup (Fin 2 → ℝ) where
  carrier := {x | ∀ i, ∃ m : ℤ, x i = m}
  zero_mem' := fun _ => ⟨0, by simp⟩
  add_mem' := fun hx hy i => by
    obtain ⟨a, ha⟩ := hx i
    obtain ⟨b, hb⟩ := hy i
    exact ⟨a + b, by simp [ha, hb]⟩
  neg_mem' := fun hx i => by
    obtain ⟨a, ha⟩ := hx i
    exact ⟨-a, by simp [ha]⟩
```

With $J=\begin{pmatrix}0&1\\-1&0\end{pmatrix}$, the trial matrices are $D_{(a,1)}=\mathrm{diag}(1,a)$ and $D_{(a,-1)}=\mathrm{diag}(1,a)\,J$.

```lean
/-- Explicit two-by-two matrices for the four point operations of p2gg at `X`. -/
def glideD (p : ℤˣ × ℤˣ) : Matrix (Fin 2) (Fin 2) ℂ :=
  !![(1 + ((p.2 : ℤ) : ℂ)) / 2, (1 - ((p.2 : ℤ) : ℂ)) / 2;
    -((p.1 : ℤ) : ℂ) * (1 - ((p.2 : ℤ) : ℂ)) / 2, ((p.1 : ℤ) : ℂ) * (1 + ((p.2 : ℤ) : ℂ)) / 2]
```

## (g) The factors at X

For $p=(a,b)$ and $q=(c,d)$, where $d$ is now a sign, show that

$$w(p,q)=\tfrac12\left(1+b+cd-b\,cd\right).$$

Only the first component of $v$ meets $k=(1/2,0)$:

$$k\cdot v(p,q)=\tfrac18\left[(1-ab)+a(1-cd)-(1-abcd)\right]=\tfrac a8(1-b)(1-cd).$$

This equals $a/2$ when $b=cd=-1$ and zero otherwise. So $w=-1$ in the first case and $w=1$ in the others, and the closed form takes the same values. The code checks all sixteen sign choices in `key`, then evaluates the exponential at $0$ and $\pm1/2$.

```lean
/-- The factors of p2gg at `X` in closed form, in terms of the signs of the operations. -/
theorem p2gg_factor (p q : ℤˣ × ℤˣ) :
    factor glideR glideT pointX p q
      = (1 + ((p.2 : ℤ) : ℂ) + ((q.1 : ℤ) : ℂ) * ((q.2 : ℤ) : ℂ)
          - ((p.2 : ℤ) : ℂ) * (((q.1 : ℤ) : ℂ) * ((q.2 : ℤ) : ℂ))) / 2 := by
  obtain ⟨a, b⟩ := p
  obtain ⟨c, d⟩ := q
  -- k·v is 0 or ±1/2, and the closed form is 1 or -1 accordingly
  have key : ∀ W : ℂ, W = (1 + ((b : ℤ) : ℂ) + ((c : ℤ) : ℂ) * ((d : ℤ) : ℂ)
          - ((b : ℤ) : ℂ) * (((c : ℤ) : ℂ) * ((d : ℤ) : ℂ))) / 2 →
      (pointX ⬝ᵥ defect glideR glideT (a, b) (c, d) = 0 ∧ W = 1) ∨
      (pointX ⬝ᵥ defect glideR glideT (a, b) (c, d) = 1 / 2 ∧ W = -1) ∨
      (pointX ⬝ᵥ defect glideR glideT (a, b) (c, d) = -1 / 2 ∧ W = -1) := by
    rintro W rfl
    rcases Int.units_eq_one_or a with rfl | rfl <;>
    rcases Int.units_eq_one_or b with rfl | rfl <;>
    rcases Int.units_eq_one_or c with rfl | rfl <;>
    rcases Int.units_eq_one_or d with rfl | rfl <;>
    norm_num [pointX, defect, glideR, glideT, dotProduct, Matrix.mulVec, Fin.sum_univ_two,
      Matrix.vecHead, Matrix.vecTail]
  rcases key _ rfl with ⟨h1, h2⟩ | ⟨h1, h2⟩ | ⟨h1, h2⟩
  · rw [factor, h1, h2]
    simp [phase]
  · rw [factor, h1, h2, phase,
      show -2 * (Real.pi : ℂ) * Complex.I * ((1 / 2 : ℝ) : ℂ) = -(Real.pi * Complex.I) by
        push_cast; ring, Complex.exp_neg, Complex.exp_pi_mul_I]
    norm_num
  · rw [factor, h1, h2, phase,
      show -2 * (Real.pi : ℂ) * Complex.I * ((-1 / 2 : ℝ) : ℂ) = Real.pi * Complex.I by
        push_cast; ring, Complex.exp_pi_mul_I]
```

## (h) A two-dimensional representation

Show that p2gg at X satisfies the hypotheses of (c) with the integer lattice, and that the trial matrices are invertible and obey

$$D_pD_q=w(p,q)\,D_{pq}.$$

The leftover translation is
$$v(p,q)=\tfrac{1-cd}4\bigl(a(1-b),\,b(1-a)\bigr),$$
whose components are $0$ or $\pm1$. For an integer vector $u$, $k\cdot(R_pu-u)=\tfrac12(a-1)u_1$ is $0$ or $-u_1$, again an integer. In Lean this first coordinate has index `0`.

For the products, use $J\,\mathrm{diag}(1,c)=c\,\mathrm{diag}(1,c)\,J$ and $J^2=-1$. If $b=1$, no factor arises. If $b=-1$, moving $J$ to the right gives $c$, and a second $J$, present when $d=-1$, gives another $-1$. The total is $cd$, in agreement with (g). Finally $\det D_{(a,b)}=a\neq0$.

The four parts of the code's proof follow this order, with the products checked entry by entry for each choice of signs.

```lean
/-- The group p2gg at `X`, with the integer lattice, meets the hypotheses of the cocycle theorem,
and the matrices `glideD` form an invertible projective representation. -/
theorem p2gg_witness :
    (∀ p q, defect glideR glideT p q ∈ intLattice) ∧
    (∀ p, ∀ l ∈ intLattice, ∃ m : ℤ, pointX ⬝ᵥ (glideR p *ᵥ l - l) = m) ∧
    IsProjectiveRep glideR glideT pointX glideD ∧ ∀ p, (glideD p).det ≠ 0 := by
  refine ⟨?_, ?_, ?_, ?_⟩
  · rintro ⟨a, b⟩ ⟨c, d⟩
    show ∀ i, ∃ m : ℤ, defect glideR glideT (a, b) (c, d) i = m
    intro i
    have key : defect glideR glideT (a, b) (c, d) i = 0 ∨
        defect glideR glideT (a, b) (c, d) i = 1 ∨
        defect glideR glideT (a, b) (c, d) i = -1 := by
      rcases Int.units_eq_one_or a with rfl | rfl <;>
      rcases Int.units_eq_one_or b with rfl | rfl <;>
      rcases Int.units_eq_one_or c with rfl | rfl <;>
      rcases Int.units_eq_one_or d with rfl | rfl <;>
      fin_cases i <;>
      norm_num [defect, glideR, glideT, dotProduct, Matrix.mulVec, Fin.sum_univ_two,
        Matrix.vecHead, Matrix.vecTail]
    rcases key with h | h | h
    · exact ⟨0, by rw [h]; norm_num⟩
    · exact ⟨1, by rw [h]; norm_num⟩
    · exact ⟨-1, by rw [h]; norm_num⟩
  · rintro ⟨a, b⟩ l hl
    have hl' : ∀ i, ∃ m : ℤ, l i = m := hl
    obtain ⟨m, hm⟩ := hl' 0
    rcases Int.units_eq_one_or a with rfl | rfl
    · exact ⟨0, by simp [pointX, glideR, dotProduct, Fin.sum_univ_two]⟩
    · refine ⟨-m, ?_⟩
      simp [pointX, glideR, dotProduct, Fin.sum_univ_two, hm]
      ring
  · rintro ⟨a, b⟩ ⟨c, d⟩
    rw [p2gg_factor]
    rcases Int.units_eq_one_or a with rfl | rfl <;>
    rcases Int.units_eq_one_or b with rfl | rfl <;>
    rcases Int.units_eq_one_or c with rfl | rfl <;>
    rcases Int.units_eq_one_or d with rfl | rfl <;>
    ext i j <;> fin_cases i <;> fin_cases j <;>
    norm_num [glideD, Matrix.mul_apply, Fin.sum_univ_two]
  · rintro ⟨a, b⟩
    rcases Int.units_eq_one_or a with rfl | rfl <;>
    rcases Int.units_eq_one_or b with rfl | rfl <;>
    norm_num [glideD, Matrix.det_fin_two]
```

## (i) Every representation at X

Let $D$ be any family of invertible $N\times N$ matrices that obeys the multiplication rule of p2gg at X. Show that there is an integer $r$ with

$$N=2r.$$

Take the two glide reflections $g=(-1,1)$ and $h=(1,-1)$. They commute in the point group. By (g), $w(g,h)=1$ and $w(h,g)=-1$, so (f) applies.

A nonzero representation therefore has dimension at least two, and the matrices in (h) attain this. For non-interacting spinless electrons in a p2gg potential, every energy level at X therefore has even degeneracy.

```lean
/-- At the point `X` of p2gg every invertible projective representation has even
dimension. -/
theorem p2gg_even_dimension {D : ℤˣ × ℤˣ → Matrix n n ℂ}
    (hD : IsProjectiveRep glideR glideT pointX D) (hdet : ∀ p, (D p).det ≠ 0) :
    Even (Fintype.card n) := by
  -- the two glide reflections commute in the point group, but their factors differ in sign
  refine even_dimension hD (g := (-1, 1)) (h := (1, -1)) (mul_comm _ _) (hdet _) ?_
  rw [p2gg_factor, p2gg_factor]
  norm_num

end

end BandSticking
```

```lean
#print axioms BandSticking.factor_cocycle
#print axioms BandSticking.factor_coboundary
#print axioms BandSticking.p2gg_even_dimension
```

```
'BandSticking.factor_cocycle' depends on axioms: [propext, Classical.choice, Quot.sound]
'BandSticking.factor_coboundary' depends on axioms: [propext, Classical.choice, Quot.sound]
'BandSticking.p2gg_even_dimension' depends on axioms: [propext, Classical.choice, Quot.sound]
```
